# Projecting the kinetic energy onto a small-component basis cannot raise the ground energy of a finite Hermitian Hamiltonian

Setting up a basis-set calculation with the four-component Dirac Hamiltonian includes choosing a basis for the small component, and a common choice applies $\sigma\cdot p$ to every large-component function. In a finite, one-particle model of the nonrelativistic limit, this choice preserves the ground energy of the large-component basis, while a poorer one can lower it. The lowered value need no longer be an upper bound to the exact nonrelativistic energy.

## Two Hamiltonians from one large-component basis

Let $n$ label an orthonormal large-component basis and $m$ an orthonormal basis of a finite-dimensional space containing both the images of those functions under $\sigma\cdot p$ and the small-component functions used in the calculation. The matrix $K$ represents $\sigma\cdot p$ between them, and the Hermitian matrix $V$ is the potential.

In Lean 4 with Mathlib:

```lean
import Mathlib

open Matrix
open scoped ComplexOrder

namespace KineticBalanceGroundEnergy

noncomputable section

variable {m n : Type*} [Fintype m] [Fintype n] [DecidableEq n]
```

In atomic units the full kinetic energy is $K^\dagger K/2$, so the full Hamiltonian is $H=V+K^\dagger K/2$.

```lean
/-- The Hamiltonian `V + K†K/2` with the full kinetic energy. -/
def fullH (V : Matrix n n ℂ) (K : Matrix m n ℂ) : Matrix n n ℂ :=
  V + (1 / 2 : ℂ) • (Kᴴ * K)
```

Let $Q$ be the orthogonal projection onto the span of the small-component functions actually used. With the rest energy subtracted, the Dirac equation for large $c$ gives the small component $\varphi\approx QK\psi/(2c)$. Inserting this into the large-component equation $V\psi+cK^\dagger\varphi=\varepsilon\psi$ gives $H_Q=V+K^\dagger QK/2$. The development starts from this matrix; finite $c$, negative-energy states and electron interaction do not enter.

```lean
/-- The Hamiltonian `V + K†QK/2`, whose kinetic energy passes through the
small-component basis described by `Q`. -/
def projectedH (V : Matrix n n ℂ) (K : Matrix m n ℂ) (Q : Matrix m m ℂ) : Matrix n n ℂ :=
  V + (1 / 2 : ℂ) • (Kᴴ * Q * K)
```

A ground energy is a real eigenvalue, with a nonzero eigenvector, that is no larger than any other real eigenvalue. For Hermitian matrices, whose eigenvalues are all real, this is the lowest eigenvalue.

```lean
/-- The real number `E` is the lowest real eigenvalue of `H`. -/
def IsGroundEnergy (H : Matrix n n ℂ) (E : ℝ) : Prop :=
  (∃ x, x ≠ 0 ∧ H *ᵥ x = (E : ℂ) • x) ∧
    ∀ (μ : ℝ) (x : n → ℂ), x ≠ 0 → H *ᵥ x = (μ : ℂ) • x → E ≤ μ
```

Vectors are not normalised, so their squared norms $\|x\|^2=\sum_i|x_i|^2$ appear explicitly.

```lean
/-- The squared norm of a state vector. -/
def sqNorm {k : Type*} [Fintype k] (x : k → ℂ) : ℝ := ∑ i, ‖x i‖ ^ 2
```

The energy expectation is $\langle x,Hx\rangle$, conjugate-linear in the first argument. For a normalised state it is the usual expectation value.

```lean
/-- The real part of `⟨x, H x⟩`, for a vector `x` that need not be normalised. -/
def energy (H : Matrix n n ℂ) (x : n → ℂ) : ℝ := (star x ⬝ᵥ H *ᵥ x).re
```

The kinetic energy that the small-component basis misses is
$$L(x)=\tfrac12\|(K-QK)x\|^2 .$$

```lean
/-- The quantity `‖(K - QK)x‖²/2`, the kinetic energy of `x` outside the small-component basis. -/
def lostKinetic (K : Matrix m n ℂ) (Q : Matrix m m ℂ) (x : n → ℂ) : ℝ :=
  sqNorm ((K - Q * K) *ᵥ x) / 2
```

## Ground energies and the variational principle

Since $\bar x_i x_i=|x_i|^2$, summing over $i$ gives $\langle x,x\rangle=\|x\|^2$.

```lean
/-- The inner product of a vector with itself is its squared norm. -/
theorem star_dot_self {k : Type*} [Fintype k] (x : k → ℂ) :
    star x ⬝ᵥ x = (sqNorm x : ℂ) := by
  simp only [dotProduct, sqNorm, Complex.ofReal_sum, Complex.ofReal_pow]
  exact Finset.sum_congr rfl fun i _ => Complex.conj_mul' (x i)
```

The spectral theorem supplies an orthonormal basis $v_j$ with $Hv_j=\lambda_jv_j$. Its members are nonzero because they have unit norm.

```lean
/-- Each vector of the spectral basis of a Hermitian matrix is a nonzero eigenvector. -/
theorem spectral_vector {H : Matrix n n ℂ} (hH : H.IsHermitian) (j : n) :
    (hH.eigenvectorBasis j).ofLp ≠ 0 ∧
      H *ᵥ (hH.eigenvectorBasis j).ofLp
        = (hH.eigenvalues j : ℂ) • (hH.eigenvectorBasis j).ofLp := by
  constructor
  · intro h
    apply hH.eigenvectorBasis.orthonormal.ne_zero j
    ext i
    exact congrFun h i
  · rw [hH.mulVec_eigenvectorBasis j]
    ext i
    simp
```

Take the smallest $\lambda_j$. Suppose $Hx=\mu x$ with $x\ne0$ and $\mu$ below every $\lambda_k$. Hermiticity gives
$$\mu\langle v_k,x\rangle=\langle v_k,Hx\rangle=\lambda_k\langle v_k,x\rangle ,$$
so $(\mu-\lambda_k)\langle v_k,x\rangle=0$ and every overlap vanishes. Expanding $x$ in the basis then gives $x=0$, a contradiction. A ground energy therefore exists whenever the basis is nonempty; on an empty basis there is none, and statements that assume one hold vacuously.

```lean
/-- A Hermitian Hamiltonian on a nonempty finite basis has a ground energy. -/
theorem exists_groundEnergy [Nonempty n] {H : Matrix n n ℂ} (hH : H.IsHermitian) :
    ∃ E, IsGroundEnergy H E := by
  obtain ⟨j, hj⟩ := Finite.exists_min hH.eigenvalues
  refine ⟨hH.eigenvalues j, ⟨_, spectral_vector hH j⟩, fun μ x hx hμ => ?_⟩
  by_contra hlt
  -- an eigenvector below the whole spectrum is orthogonal to the spectral basis
  have h0 : ∀ k, inner ℂ (hH.eigenvectorBasis k) (WithLp.toLp 2 x) = 0 := by
    intro k
    have h1 : star (hH.eigenvectorBasis k).ofLp ⬝ᵥ H *ᵥ x
        = (hH.eigenvalues k : ℂ) * (star (hH.eigenvectorBasis k).ofLp ⬝ᵥ x) := by
      have h2 : star (hH.eigenvectorBasis k).ofLp ᵥ* H
          = star (H *ᵥ (hH.eigenvectorBasis k).ofLp) := by
        rw [Matrix.star_mulVec, hH.eq]
      rw [Matrix.dotProduct_mulVec, h2, (spectral_vector hH k).2, star_smul, smul_dotProduct]
      simp
    rw [hμ, dotProduct_smul, smul_eq_mul] at h1
    have hne : (μ : ℂ) - (hH.eigenvalues k : ℂ) ≠ 0 :=
      sub_ne_zero.mpr (by exact_mod_cast (lt_of_lt_of_le (not_le.mp hlt) (hj k)).ne)
    have h3 : ((μ : ℂ) - (hH.eigenvalues k : ℂ))
        * (star (hH.eigenvectorBasis k).ofLp ⬝ᵥ x) = 0 := by
      linear_combination h1
    rw [EuclideanSpace.inner_eq_star_dotProduct, dotProduct_comm]
    exact (mul_eq_zero.mp h3).resolve_left hne
  have hs := hH.eigenvectorBasis.sum_repr' (WithLp.toLp 2 x)
  simp only [h0, zero_smul, Finset.sum_const_zero] at hs
  apply hx
  ext i
  exact (congrArg (fun z : EuclideanSpace ℂ n => z.ofLp i) hs).symm
```

For the variational principle, set $A=H-E$, where $E$ is the ground energy of $H$. If $Av=\lambda v$ with $v\neq0$, then $Hv=(\lambda+E)v$, so $E\le\lambda+E$ and $\lambda\ge0$. A Hermitian matrix without negative eigenvalues is positive semidefinite, hence
$$0\le\langle x,Ax\rangle=\langle x,Hx\rangle-E\|x\|^2 .$$

The passage from eigenvalues to arbitrary vectors is made by Mathlib's `posSemidef_iff_eigenvalues_nonneg`. It asks only for the signs of the numbers `hA.eigenvalues j`, which belong to the shifted matrix, whereas `hE` concerns the eigenvalues of $H$. The proof links the two by carrying each eigenvector of $A$ back to $H$ and applying the minimality in `hE.2`. In return, `dotProduct_mulVec_nonneg` gives an inequality between complex numbers, which in Mathlib's order means ordered real parts and equal imaginary parts; `Complex.le_def` extracts the real part.

```lean
/-- Variational principle: for a Hermitian Hamiltonian with ground energy `E`,
every vector satisfies `E ‖x‖² ≤ ⟨x, H x⟩`. -/
theorem variational {H : Matrix n n ℂ} (hH : H.IsHermitian) {E : ℝ}
    (hE : IsGroundEnergy H E) (x : n → ℂ) : E * sqNorm x ≤ energy H x := by
  have hA : (H - (E : ℂ) • (1 : Matrix n n ℂ)).IsHermitian := by
    unfold Matrix.IsHermitian
    rw [conjTranspose_sub, conjTranspose_smul, conjTranspose_one, hH.eq]
    simp
  -- the shifted Hamiltonian has no negative eigenvalue
  have hpos := hA.posSemidef_iff_eigenvalues_nonneg.mpr (fun j => by
    obtain ⟨hv, he⟩ := spectral_vector hA j
    have h := hE.2 (hA.eigenvalues j + E) _ hv (by
      ext i
      have hi := congrFun he i
      simp only [Matrix.sub_mulVec, Matrix.smul_mulVec, Matrix.one_mulVec, Pi.sub_apply,
        Pi.smul_apply, smul_eq_mul] at hi
      simp only [Pi.smul_apply, smul_eq_mul, Complex.ofReal_add]
      linear_combination hi)
    change 0 ≤ hA.eigenvalues j
    linarith)
  have h := (Complex.le_def.mp (hpos.dotProduct_mulVec_nonneg x)).1
  rw [Matrix.sub_mulVec, Matrix.smul_mulVec, Matrix.one_mulVec, dotProduct_sub,
    dotProduct_smul, star_dot_self, smul_eq_mul, ← Complex.ofReal_mul, Complex.sub_re,
    Complex.ofReal_re, Complex.zero_re] at h
  unfold energy
  linarith
```

## Splitting off the lost kinetic energy

Both Hamiltonians are Hermitian, because $(K^\dagger K)^\dagger=K^\dagger K$ and $(K^\dagger QK)^\dagger=K^\dagger Q^\dagger K=K^\dagger QK$. With a nonempty basis, both therefore have ground energies.

```lean
omit [Fintype n] [DecidableEq n] in
/-- For Hermitian `V` and `Q`, the full and the projected Hamiltonian are Hermitian. -/
theorem hamiltonians_hermitian {V : Matrix n n ℂ} (hV : V.IsHermitian) (K : Matrix m n ℂ)
    {Q : Matrix m m ℂ} (hQ : Q.IsHermitian) :
    (fullH V K).IsHermitian ∧ (projectedH V K Q).IsHermitian := by
  have hs : star (1 / 2 : ℂ) = 1 / 2 := by simp
  constructor
  · unfold Matrix.IsHermitian fullH
    rw [conjTranspose_add, conjTranspose_smul, conjTranspose_mul, conjTranspose_conjTranspose,
      hV.eq, hs]
  · unfold Matrix.IsHermitian projectedH
    rw [conjTranspose_add, conjTranspose_smul, conjTranspose_mul, conjTranspose_mul,
      conjTranspose_conjTranspose, hV.eq, hQ.eq, hs, Matrix.mul_assoc]
```

From $Q^\dagger=Q$ and $Q^2=Q$,
$$(K-QK)^\dagger(K-QK)=K^\dagger K-2K^\dagger QK+K^\dagger Q^2K=K^\dagger K-K^\dagger QK .$$
Half of this is $H-H_Q$. Taking expectations gives
$$\langle x,Hx\rangle=\langle x,H_Qx\rangle+L(x).$$
In the code, `h` is the matrix identity and `hr` turns the expectation of the product into a squared norm.

```lean
omit [DecidableEq n] in
/-- For an orthogonal projection `Q`, the full energy expectation is the projected one
plus the lost kinetic energy. -/
theorem energy_split (V : Matrix n n ℂ) (K : Matrix m n ℂ) {Q : Matrix m m ℂ}
    (hQ : Q.IsHermitian) (hQ2 : Q * Q = Q) (x : n → ℂ) :
    energy (fullH V K) x = energy (projectedH V K Q) x + lostKinetic K Q x := by
  have h2 : Kᴴ * Q * (Q * K) = Kᴴ * Q * K := by
    rw [Matrix.mul_assoc Kᴴ Q (Q * K), ← Matrix.mul_assoc Q Q K, hQ2, Matrix.mul_assoc]
  have h : (K - Q * K)ᴴ * (K - Q * K) = Kᴴ * K - Kᴴ * Q * K := by
    rw [conjTranspose_sub, conjTranspose_mul, hQ.eq, Matrix.sub_mul, Matrix.mul_sub,
      Matrix.mul_sub, h2, ← Matrix.mul_assoc Kᴴ Q K]
    abel
  have hH : fullH V K
      = projectedH V K Q + (1 / 2 : ℂ) • ((K - Q * K)ᴴ * (K - Q * K)) := by
    rw [h, smul_sub]
    unfold fullH projectedH
    abel
  have hr : star x ⬝ᵥ ((K - Q * K)ᴴ * (K - Q * K)) *ᵥ x
      = (sqNorm ((K - Q * K) *ᵥ x) : ℂ) := by
    rw [← Matrix.mulVec_mulVec, Matrix.dotProduct_mulVec, ← Matrix.star_mulVec, star_dot_self]
  have hhalf : (1 / 2 : ℂ) = ((1 / 2 : ℝ) : ℂ) := by push_cast; rfl
  unfold energy lostKinetic
  rw [hH, Matrix.add_mulVec, Matrix.smul_mulVec, dotProduct_add, dotProduct_smul, hr,
    smul_eq_mul, hhalf, ← Complex.ofReal_mul, Complex.add_re, Complex.ofReal_re]
  ring
```

## The error between two losses

Let $E$ and $F$ be the ground energies of $H$ and $H_Q$, with $Hx=Ex$ and $H_Qy=Fy$. Use each vector as a trial state for the other Hamiltonian:
$$F\|x\|^2\le\langle x,H_Qx\rangle=E\|x\|^2-L(x),$$
$$E\|y\|^2\le\langle y,Hy\rangle=F\|y\|^2+L(y).$$
For normalised ground states this reads $L(x)\le E-F\le L(y)$. The helper `hen` evaluates the expectation in an eigenvector, and `linarith` combines it with the variational principle and the splitting.

```lean
/-- Let `V` be Hermitian, `Q` an orthogonal projection, and `E`, `F` the full and projected ground
energies. The error `E - F` is bounded below by the lost kinetic energy per squared norm of a full
ground state `x`, and above by that of a projected ground state `y`. -/
theorem gap_bounds {V : Matrix n n ℂ} (hV : V.IsHermitian) (K : Matrix m n ℂ)
    {Q : Matrix m m ℂ} (hQ : Q.IsHermitian) (hQ2 : Q * Q = Q) {E F : ℝ}
    (hE : IsGroundEnergy (fullH V K) E) (hF : IsGroundEnergy (projectedH V K Q) F)
    {x y : n → ℂ} (hx : fullH V K *ᵥ x = (E : ℂ) • x)
    (hy : projectedH V K Q *ᵥ y = (F : ℂ) • y) :
    lostKinetic K Q x ≤ (E - F) * sqNorm x ∧ (E - F) * sqNorm y ≤ lostKinetic K Q y := by
  have hen : ∀ (H : Matrix n n ℂ) (e : ℝ) (z : n → ℂ), H *ᵥ z = (e : ℂ) • z →
      energy H z = e * sqNorm z := by
    intro H e z h
    rw [energy, h, dotProduct_smul, star_dot_self, smul_eq_mul, ← Complex.ofReal_mul,
      Complex.ofReal_re]
  obtain ⟨h1, h2⟩ := hamiltonians_hermitian hV K hQ
  -- each ground state is a trial state for the other Hamiltonian
  constructor
  · linarith [variational h2 hF x, hen _ _ _ hx, energy_split V K hQ hQ2 x]
  · linarith [variational h1 hE y, hen _ _ _ hy, energy_split V K hQ hQ2 y]
```

## When the two ground energies agree

Choose $x\ne0$. Then $0\le L(x)\le(E-F)\|x\|^2$ and $\|x\|^2>0$, so $F\le E$.

If $F=E$, then $L(x)=0$. Every component of $(K-QK)x$ vanishes, so $QKx=Kx$ and
$$H_Qx=Vx+\tfrac12K^\dagger QKx=Vx+\tfrac12K^\dagger Kx=Hx=Ex=Fx .$$
Thus $x$ is also a projected ground state, and the basis represents $Kx$ completely.

Conversely, let $y\ne0$ satisfy $H_Qy=Fy$ and $QKy=Ky$. The same calculation gives $Hy=Fy$, so $E\le F$ by minimality of $E$, and the two energies agree.

In the theorem, `hV` makes the potential Hermitian, `hQ` and `hQ2` make $Q$ an orthogonal projection, and `hE` and `hF` identify the two ground energies. The helper `hap` is the calculation $H_Qy=Hy$, used in both directions.

```lean
/-- For Hermitian `V` and an orthogonal projection `Q`, the projected ground energy `F` is at most
the full one `E`, with equality exactly when some projected ground state `y` has `QKy = Ky`. -/
theorem projected_ground_energy_le {V : Matrix n n ℂ} (hV : V.IsHermitian) (K : Matrix m n ℂ)
    {Q : Matrix m m ℂ} (hQ : Q.IsHermitian) (hQ2 : Q * Q = Q) {E F : ℝ}
    (hE : IsGroundEnergy (fullH V K) E) (hF : IsGroundEnergy (projectedH V K Q) F) :
    F ≤ E ∧ (F = E ↔ ∃ y, y ≠ 0 ∧ projectedH V K Q *ᵥ y = (F : ℂ) • y ∧
      (Q * K) *ᵥ y = K *ᵥ y) := by
  have hap : ∀ y, (Q * K) *ᵥ y = K *ᵥ y → projectedH V K Q *ᵥ y = fullH V K *ᵥ y := by
    intro y h
    unfold projectedH fullH
    rw [Matrix.add_mulVec, Matrix.add_mulVec, Matrix.smul_mulVec, Matrix.smul_mulVec,
      Matrix.mul_assoc, ← Matrix.mulVec_mulVec y Kᴴ (Q * K), h, Matrix.mulVec_mulVec]
  obtain ⟨x, hx0, hx⟩ := hE.1
  obtain ⟨y, _, hy⟩ := hF.1
  have hg := (gap_bounds hV K hQ hQ2 hE hF hx hy).1
  have hpos : 0 < sqNorm x := by
    obtain ⟨i, hi⟩ := Function.ne_iff.mp hx0
    have hi' : 0 < ‖x i‖ := norm_pos_iff.mpr hi
    exact Finset.sum_pos' (fun _ _ => sq_nonneg _) ⟨i, Finset.mem_univ i, by positivity⟩
  have hl : 0 ≤ lostKinetic K Q x := by
    unfold lostKinetic sqNorm
    positivity
  refine ⟨?_, fun h => ?_, ?_⟩
  · by_contra hlt
    nlinarith [mul_pos (sub_pos.mpr (not_le.mp hlt)) hpos]
  · -- without an error the full ground state loses no kinetic energy
    rw [h, sub_self, zero_mul] at hg
    have hz : ∑ i, ‖((K - Q * K) *ᵥ x) i‖ ^ 2 = 0 := by
      unfold lostKinetic sqNorm at hg hl
      linarith
    have hb : (Q * K) *ᵥ x = K *ᵥ x := by
      ext i
      have hi := (Finset.sum_eq_zero_iff_of_nonneg (fun _ _ => sq_nonneg _)).mp hz i
        (Finset.mem_univ i)
      have hi' := norm_eq_zero.mp (pow_eq_zero_iff two_ne_zero |>.mp hi)
      rw [Matrix.sub_mulVec, Pi.sub_apply] at hi'
      exact (sub_eq_zero.mp hi').symm
    exact ⟨x, hx0, by rw [hap x hb, hx, h], hb⟩
  · rintro ⟨z, hz0, hz, hb⟩
    have h1 : E ≤ F := hE.2 F z hz0 (by rw [← hap z hb, hz])
    nlinarith
```

Kinetic balance for the whole large-component basis is the matrix equation $QK=K$: the span of the small-component basis contains every image under $K$. Any projected ground state then satisfies the equality condition, so $F=E$.

```lean
/-- Kinetic balance: for Hermitian `V` and an orthogonal projection `Q` with `QK = K`,
the projected and the full ground energy agree. -/
theorem balanced_ground_energy {V : Matrix n n ℂ} (hV : V.IsHermitian) (K : Matrix m n ℂ)
    {Q : Matrix m m ℂ} (hQ : Q.IsHermitian) (hQ2 : Q * Q = Q) (hK : Q * K = K) {E F : ℝ}
    (hE : IsGroundEnergy (fullH V K) E) (hF : IsGroundEnergy (projectedH V K Q) F) :
    F = E := by
  obtain ⟨y, hy0, hy⟩ := hF.1
  exact (projected_ground_energy_le hV K hQ hQ2 hE hF).2.mpr ⟨y, hy0, hy, by rw [hK]⟩
```

Equality requires less than full balance. Take $V=\mathrm{diag}(0,1)$, $K=1$ and $Q=\mathrm{diag}(1,0)$. Then
$$H=\mathrm{diag}(\tfrac12,\tfrac32),\qquad H_Q=\mathrm{diag}(\tfrac12,1).$$
Both ground energies are $\tfrac12$, with ground state $(1,0)$, although $QK=Q\ne K$. Only the excited state loses kinetic energy. The code treats both matrices as $\mathrm{diag}(\tfrac12,b)$ with $b\ge\tfrac12$, where any eigenvalue is $\tfrac12$ or $b$.

Swapping the projection for $\mathrm{diag}(0,1)$ shows a strict underestimate, worked out here by hand only: $H_Q=\mathrm{diag}(0,\tfrac32)$ has ground energy $0$ instead of $\tfrac12$.

```lean
/-- A two-level system with `V = diag(0,1)`, `K = 1` and `Q = diag(1,0)` has ground energy `1/2`
for both Hamiltonians, although `QK ≠ K`. -/
theorem equality_without_balance :
    IsGroundEnergy (fullH !![0, 0; 0, 1] (1 : Matrix (Fin 2) (Fin 2) ℂ)) (1 / 2) ∧
    IsGroundEnergy (projectedH !![0, 0; 0, 1] (1 : Matrix (Fin 2) (Fin 2) ℂ)
      !![1, 0; 0, 0]) (1 / 2) ∧
    !![1, 0; 0, 0] * (1 : Matrix (Fin 2) (Fin 2) ℂ) ≠ 1 := by
  have key : ∀ b : ℝ, 1 / 2 ≤ b → IsGroundEnergy !![(1 / 2 : ℂ), 0; 0, (b : ℂ)] (1 / 2) := by
    intro b hb
    refine ⟨⟨![1, 0], fun h => by simpa using congrFun h 0, ?_⟩, fun μ x hx h => ?_⟩
    · ext i
      fin_cases i <;> simp [Matrix.mulVec, dotProduct, Fin.sum_univ_two]
    · have h0 : (1 / 2 : ℂ) * x 0 = μ * x 0 := by
        simpa [Matrix.mulVec, dotProduct, Fin.sum_univ_two] using congrFun h 0
      have h1 : (b : ℂ) * x 1 = μ * x 1 := by
        simpa [Matrix.mulVec, dotProduct, Fin.sum_univ_two] using congrFun h 1
      by_cases hx0 : x 0 = 0
      · have hx1 : x 1 ≠ 0 := fun h' => hx (funext (Fin.forall_fin_two.mpr ⟨hx0, h'⟩))
        have hbμ : b = μ := Complex.ofReal_injective (mul_right_cancel₀ hx1 h1)
        linarith
      · have hμ : (1 / 2 : ℝ) = μ := by
          apply Complex.ofReal_injective
          push_cast
          exact mul_right_cancel₀ hx0 h0
        linarith
  refine ⟨?_, ?_, fun h => by simpa using congrFun (congrFun h 1) 1⟩
  · convert key (3 / 2) (by norm_num) using 1
    ext i j
    fin_cases i <;> fin_cases j <;> norm_num [fullH]
  · convert key 1 (by norm_num) using 1
    ext i j
    fin_cases i <;> fin_cases j <;> norm_num [projectedH]

end

end KineticBalanceGroundEnergy
```

```lean
#print axioms KineticBalanceGroundEnergy.exists_groundEnergy
#print axioms KineticBalanceGroundEnergy.projected_ground_energy_le
#print axioms KineticBalanceGroundEnergy.balanced_ground_energy
#print axioms KineticBalanceGroundEnergy.equality_without_balance
```

```
'KineticBalanceGroundEnergy.exists_groundEnergy' depends on axioms: [propext, Classical.choice, Quot.sound]
'KineticBalanceGroundEnergy.projected_ground_energy_le' depends on axioms: [propext, Classical.choice, Quot.sound]
'KineticBalanceGroundEnergy.balanced_ground_energy' depends on axioms: [propext, Classical.choice, Quot.sound]
'KineticBalanceGroundEnergy.equality_without_balance' depends on axioms: [propext, Classical.choice, Quot.sound]
```
